# P2₁/c at k ∈ {0, 1/2}³: one-dimensional representations exist exactly when k_y + k_z is an integer

Q: In a spinless band calculation for a P2₁/c crystal, levels pair up at (0, 1/2, 0) but can stay single at (1/2, 0, 0), though each point is half a reciprocal-lattice vector. Does the formal statement concern this crystal symmetry, or an abstract group with the same name?

A: It concerns the operations on space themselves. Positions are coordinates along the lattice vectors, so cell lengths and the monoclinic angle don't enter. Lean's indices 0, 1, 2 stand for x, y, z. The generators of `P21c` are the integer translations T(t), inversion P, and the screw operation

S(x, y, z) = (−x, y + 1/2, −z + 1/2).

```lean
import Mathlib

open Matrix

namespace NonsymmorphicP21c

noncomputable section

/-- Points of three-dimensional space in lattice coordinates. -/
abbrev Position := Fin 3 → ℝ

/-- Translation of space by an integer lattice vector. -/
def translation (t : Fin 3 → ℤ) : Equiv.Perm Position where
  toFun r := fun i => r i + t i
  invFun r := fun i => r i - t i
  left_inv r := by ext i; simp
  right_inv r := by ext i; simp

/-- Inversion of space through the origin. -/
def inversion : Equiv.Perm Position where
  toFun r := fun i => -r i
  invFun r := fun i => -r i
  left_inv r := by ext i; simp
  right_inv r := by ext i; simp

/-- The screw operation (x, y, z) ↦ (-x, y + 1/2, -z + 1/2). -/
def screw : Equiv.Perm Position where
  toFun r := ![-r 0, r 1 + 1 / 2, -r 2 + 1 / 2]
  invFun r := ![-r 0, r 1 - 1 / 2, -r 2 + 1 / 2]
  left_inv r := by ext i; fin_cases i <;> simp
  right_inv r := by ext i; fin_cases i <;> simp

/-- The space group generated by lattice translations, inversion and the screw operation. -/
def P21c : Subgroup (Equiv.Perm Position) :=
  Subgroup.closure (Set.range translation ∪ {inversion, screw})

/-- A lattice translation as an element of the space group. -/
def latticeT (t : Fin 3 → ℤ) : P21c :=
  ⟨translation t, by unfold P21c; exact Subgroup.subset_closure (Or.inl ⟨t, rfl⟩)⟩

/-- Inversion as an element of the space group. -/
def inversionG : P21c :=
  ⟨inversion, by unfold P21c; exact Subgroup.subset_closure (Or.inr (Or.inl rfl))⟩

/-- The screw operation as an element of the space group. -/
def screwG : P21c :=
  ⟨screw, by unfold P21c; exact Subgroup.subset_closure (Or.inr (Or.inr rfl))⟩
```

Q: Where does the momentum enter?

A: `AdmitsDim k d` says that the whole group has a representation on ℂ^d in which T(t) acts as exp(−2πi k·t), with k in reciprocal-lattice coordinates. Neither unitarity nor irreducibility is required. `IsHalf k` selects the eight momenta in {0, 1/2}³; for each of them, k and −k differ by a reciprocal-lattice vector, so P and S both preserve the Bloch phases.

```lean
/-- The Bloch phase exp(-2πi k·t). -/
def blochPhase (k : Fin 3 → ℝ) (t : Fin 3 → ℤ) : ℂ :=
  Complex.exp (-2 * Real.pi * Complex.I * ((∑ i, k i * t i : ℝ) : ℂ))

/-- There is a representation of the space group on ℂ^d in which every lattice
translation acts by its Bloch phase at momentum k. -/
def AdmitsDim (k : Fin 3 → ℝ) (d : ℕ) : Prop :=
  ∃ ρ : P21c →* Module.End ℂ (Fin d → ℂ), ∀ t v, ρ (latticeT t) v = blochPhase k t • v

/-- Every component of the momentum is 0 or 1/2. -/
def IsHalf (k : Fin 3 → ℝ) : Prop := ∀ i, k i = 0 ∨ k i = 1 / 2
```

The examples below are built from cosines and sines of X = 2πk_x x, Y = 2πk_y y and Z = 2πk_z z.

```lean
/-- The cosine wave cos(2π kᵢ rᵢ) along one axis. -/
def cosWave (k : Fin 3 → ℝ) (i : Fin 3) (r : Position) : ℝ :=
  Real.cos (2 * Real.pi * (k i * r i))

/-- The sine wave sin(2π kᵢ rᵢ) along one axis. -/
def sinWave (k : Fin 3 → ℝ) (i : Fin 3) (r : Position) : ℝ :=
  Real.sin (2 * Real.pi * (k i * r i))

/-- Two real standing waves, one even and one odd under inversion. -/
def pairOrbital (k : Fin 3 → ℝ) (r : Position) : Fin 2 → ℂ :=
  ![(cosWave k 0 r : ℂ) * (cosWave k 1 r * cosWave k 2 r),
    (cosWave k 0 r : ℂ) * (sinWave k 1 r * cosWave k 2 r + cosWave k 1 r * sinWave k 2 r)]
```

Q: What forces the pairing?

A: Apply P and S in both orders:

S P (x, y, z) = (x, −y + 1/2, z + 1/2)

P S (x, y, z) = (x, −y − 1/2, z − 1/2)

Hence S P = T(0,1,1) P S.

```lean
/-- Screw and inversion commute up to the lattice translation (0, 1, 1). -/
theorem screw_mul_inversion :
    screwG * inversionG = latticeT ![0, 1, 1] * (inversionG * screwG) := by
  refine Subtype.ext (Equiv.ext fun r => ?_)
  change screw (inversion r) = translation ![0, 1, 1] (inversion (screw r))
  ext i
  fin_cases i <;> simp [screw, inversion, translation] <;> ring
```

Write λ = exp(−2πi(k_y + k_z)) for the phase of T(0,1,1). Determinants on ℂ^d give

det S · det P = λ^d · det P · det S.

Group elements act invertibly, so the determinants cancel and λ^d = 1. If k_y + k_z = 1/2, then λ = −1 and d must be even.

```lean
/-- In any representation on ℂ^d at momentum k, the Bloch phase of (0, 1, 1) is a
d-th root of unity. -/
theorem phase_pow_dim {k : Fin 3 → ℝ} {d : ℕ} (h : AdmitsDim k d) :
    blochPhase k ![0, 1, 1] ^ d = 1 := by
  obtain ⟨ρ, h⟩ := h
  have hT : ρ (latticeT ![0, 1, 1]) =
      blochPhase k ![0, 1, 1] • (1 : Module.End ℂ (Fin d → ℂ)) :=
    LinearMap.ext fun v => h _ v
  have hne : ∀ g, LinearMap.det (ρ g) ≠ 0 := by
    intro g hg
    have h1 : LinearMap.det (ρ g) * LinearMap.det (ρ g⁻¹) = 1 := by
      rw [← map_mul, ← map_mul, mul_inv_cancel, map_one, map_one]
    rw [hg, zero_mul] at h1
    exact zero_ne_one h1
  -- compare determinants on the two sides of the group relation
  have hrel := congrArg (fun g => LinearMap.det (ρ g)) screw_mul_inversion
  simp only [map_mul, hT, LinearMap.det_smul, map_one, Module.finrank_fin_fun, mul_one] at hrel
  apply mul_right_cancel₀ (mul_ne_zero (hne inversionG) (hne screwG))
  linear_combination -hrel
```

Q: That rules representations out. How do you know that any exist?

A: We read them off from functions. Let F(r) be a column of d functions that takes each unit vector as a value at some point and satisfies F(g r) = R(g) F(r) for every generator g, where R(T(t)) is multiplication by the Bloch phase. Induction over the generated group extends this to products and inverses. The unit-vector values fix R(g), and F(g h r) = R(g) R(h) F(r) then gives R(g h) = R(g) R(h).

```lean
/-- Functions on space that inversion and the screw operation mix linearly, that lattice
translations multiply by the Bloch phase at k, and that take the unit vectors as values at chosen
points, yield a representation at momentum k. -/
theorem admits_of_orbitals {d : ℕ} {k : Fin 3 → ℝ} (F : Position → Fin d → ℂ)
    (p : Fin d → Position) (hp : ∀ j, F (p j) = Pi.single j 1)
    (hT : ∀ t r, F (translation t r) = blochPhase k t • F r)
    (hP : ∃ A : Matrix (Fin d) (Fin d) ℂ, ∀ r, F (inversion r) = A *ᵥ F r)
    (hS : ∃ B : Matrix (Fin d) (Fin d) ℂ, ∀ r, F (screw r) = B *ᵥ F r) : AdmitsDim k d := by
  have key : ∀ g ∈ P21c, ∃ M : Matrix (Fin d) (Fin d) ℂ, ∀ r, F (g r) = M *ᵥ F r := by
    intro g hg
    refine Subgroup.closure_induction
      (p := fun g _ => ∃ M : Matrix (Fin d) (Fin d) ℂ, ∀ r, F (g r) = M *ᵥ F r)
      ?_ ?_ ?_ ?_ hg
    · rintro g (⟨t, rfl⟩ | rfl | rfl)
      · refine ⟨diagonal fun _ => blochPhase k t, fun r => ?_⟩
        ext i
        rw [hT, mulVec_diagonal]
        rfl
      · exact hP
      · exact hS
    · exact ⟨1, fun r => (one_mulVec _).symm⟩
    · rintro g h _ _ ⟨M, hM⟩ ⟨N, hN⟩
      exact ⟨M * N, fun r => by rw [Equiv.Perm.mul_apply, hM, hN, mulVec_mulVec]⟩
    · rintro g _ ⟨M, hM⟩
      have hinv : ∀ x, g (g⁻¹ x) = x := fun x => Equiv.apply_symm_apply g x
      let N : Matrix (Fin d) (Fin d) ℂ := Matrix.of fun i j => F (g⁻¹ (p j)) i
      have hMN : M * N = 1 := by
        ext i j
        change (M *ᵥ F (g⁻¹ (p j))) i = _
        rw [← hM, hinv, hp]
        simp [Pi.single_apply, Matrix.one_apply]
      refine ⟨N, fun r => ?_⟩
      have h := hM (g⁻¹ r)
      rw [hinv] at h
      rw [h, mulVec_mulVec, mul_eq_one_comm.1 hMN, one_mulVec]
  -- the matrix of g is read off at the chosen points
  let R : Equiv.Perm Position → Matrix (Fin d) (Fin d) ℂ :=
    fun g => Matrix.of fun i j => F (g (p j)) i
  have hR : ∀ g ∈ P21c, ∀ r, F (g r) = R g *ᵥ F r := by
    intro g hg r
    obtain ⟨M, hM⟩ := key g hg
    have e : R g = M := by
      ext i j
      change F (g (p j)) i = M i j
      rw [hM, hp]
      simp
    rw [e]
    exact hM r
  have h1 : R 1 = 1 := by
    ext i j
    change F (p j) i = _
    rw [hp]
    simp [Pi.single_apply, Matrix.one_apply]
  have hmul : ∀ g h : P21c, R (g * h).1 = R g.1 * R h.1 := by
    intro g h
    ext i j
    exact congrFun (hR g.1 g.2 (h.1 (p j))) i
  refine ⟨{ toFun := fun g => mulVecLin (R g.1)
            map_one' := (congrArg mulVecLin h1).trans mulVecLin_one
            map_mul' := fun g h => (congrArg mulVecLin (hmul g h)).trans
              (mulVecLin_mul _ _) }, fun t v => ?_⟩
  change R (translation t) *ᵥ v = _
  have e : R (translation t) = diagonal fun _ => blochPhase k t := by
    ext i j
    change F (translation t (p j)) i = _
    rw [hT, hp]
    simp [Pi.single_apply, diagonal_apply]
  ext i
  rw [e, mulVec_diagonal]
  rfl
```

For translations, 2πk_i t_i is a multiple of π, so its sine vanishes. Both waves along axis i therefore acquire the factor cos(2πk_i t_i) = ±1, and the three factors multiply to the Bloch phase.

```lean
/-- At momenta in {0, 1/2}³ the sines of the lattice phases vanish and the Bloch phase is a product
of three cosines. -/
theorem blochPhase_real {k : Fin 3 → ℝ} (hk : IsHalf k) (t : Fin 3 → ℤ) :
    (∀ i, Real.sin (2 * Real.pi * (k i * t i)) = 0) ∧
    blochPhase k t = (Real.cos (2 * Real.pi * (k 0 * t 0)) : ℂ) *
      (Real.cos (2 * Real.pi * (k 1 * t 1)) : ℂ) *
      (Real.cos (2 * Real.pi * (k 2 * t 2)) : ℂ) := by
  have hs : ∀ i, Real.sin (2 * Real.pi * (k i * t i)) = 0 := by
    intro i
    rcases hk i with h | h
    · simp [h]
    · rw [h, show 2 * Real.pi * (1 / 2 * (t i : ℝ)) = t i * Real.pi by ring,
        Real.sin_int_mul_pi]
  have e : ∀ i, Complex.exp (-((2 * Real.pi * (k i * t i) : ℝ) : ℂ) * Complex.I) =
      (Real.cos (2 * Real.pi * (k i * t i)) : ℂ) := by
    intro i
    rw [Complex.exp_mul_I, Complex.cos_neg, Complex.sin_neg, ← Complex.ofReal_cos,
      ← Complex.ofReal_sin, hs]
    simp
  refine ⟨hs, ?_⟩
  rw [← e 0, ← e 1, ← e 2, ← Complex.exp_add, ← Complex.exp_add, blochPhase,
    Fin.sum_univ_three]
  congr 1
  push_cast
  ring

/-- At momenta in {0, 1/2}³ a lattice translation multiplies both standing waves along an axis by
the same cosine. -/
theorem wave_translation {k : Fin 3 → ℝ} (hk : IsHalf k) (t : Fin 3 → ℤ) (i : Fin 3)
    (r : Position) :
    cosWave k i (translation t r) = cosWave k i r * Real.cos (2 * Real.pi * (k i * t i)) ∧
    sinWave k i (translation t r) = sinWave k i r * Real.cos (2 * Real.pi * (k i * t i)) := by
  have e : 2 * Real.pi * (k i * translation t r i) =
      2 * Real.pi * (k i * r i) + 2 * Real.pi * (k i * t i) := by
    change 2 * Real.pi * (k i * (r i + t i)) = _
    ring
  have hs := (blochPhase_real hk t).1 i
  constructor
  · rw [cosWave, e, Real.cos_add, hs, cosWave]; ring
  · rw [sinWave, e, Real.sin_add, hs, sinWave]; ring
```

The screw sends X to −X. Where the component is 1/2, it sends Y to Y + π/2 and Z to π/2 − Z.

```lean
/-- The screw operation keeps the cosine wave along x, and exchanges sine and cosine
waves along y or z, up to sign, when that momentum component is 1/2. -/
theorem wave_screw (k : Fin 3 → ℝ) (r : Position) :
    cosWave k 0 (screw r) = cosWave k 0 r ∧
    (k 1 = 1 / 2 → cosWave k 1 (screw r) = -sinWave k 1 r ∧
      sinWave k 1 (screw r) = cosWave k 1 r) ∧
    (k 2 = 1 / 2 → cosWave k 2 (screw r) = sinWave k 2 r ∧
      sinWave k 2 (screw r) = cosWave k 2 r) := by
  refine ⟨by simp [cosWave, screw], fun h => ?_, fun h => ?_⟩
  · have e : 2 * Real.pi * (k 1 * screw r 1) =
        2 * Real.pi * (k 1 * r 1) + Real.pi / 2 := by
      change 2 * Real.pi * (k 1 * (r 1 + 1 / 2)) = _
      rw [h]; ring
    exact ⟨by rw [cosWave, e, Real.cos_add_pi_div_two, sinWave],
      by rw [sinWave, e, Real.sin_add_pi_div_two, cosWave]⟩
  · have e : 2 * Real.pi * (k 2 * screw r 2) =
        Real.pi / 2 - 2 * Real.pi * (k 2 * r 2) := by
      change 2 * Real.pi * (k 2 * (-r 2 + 1 / 2)) = _
      rw [h]; ring
    exact ⟨by rw [cosWave, e, Real.cos_pi_div_two_sub, sinWave],
      by rw [sinWave, e, Real.sin_pi_div_two_sub, cosWave]⟩
```

For k_y = k_z, take

f = cos X (cos Y cos Z + i sin Y sin Z).

Here f(0) = 1 and inversion preserves f. If k_y = k_z = 0, then f = cos X, which S preserves. If both are 1/2,

f(S r) = cos X (−sin Y sin Z + i cos Y cos Z) = i f(r).

```lean
/-- At momenta in {0, 1/2}³ with equal y and z components there is a one-dimensional representation.
-/
theorem admits_one {k : Fin 3 → ℝ} (hk : IsHalf k) (h : k 1 = k 2) : AdmitsDim k 1 := by
  have ci : ∀ i r, cosWave k i (inversion r) = cosWave k i r := by
    intro i r; simp [cosWave, inversion]
  have si : ∀ i r, sinWave k i (inversion r) = -sinWave k i r := by
    intro i r; simp [sinWave, inversion]
  refine admits_of_orbitals (fun r _ => (cosWave k 0 r : ℂ) * (cosWave k 1 r * cosWave k 2 r
    + sinWave k 1 r * sinWave k 2 r * Complex.I)) (fun _ => 0) ?_ ?_ ⟨1, ?_⟩ ?_
  · intro j
    ext i
    obtain rfl := Subsingleton.elim i j
    simp [cosWave, sinWave]
  · intro t r
    ext i
    simp only [Pi.smul_apply, smul_eq_mul, (wave_translation hk t _ r).1,
      (wave_translation hk t _ r).2, (blochPhase_real hk t).2]
    push_cast
    ring
  · intro r
    ext i
    simp only [one_mulVec, ci, si]
    push_cast
    ring
  · rcases hk 2 with h2 | h2
    · have h1 := h.trans h2
      refine ⟨1, fun r => ?_⟩
      ext i
      simp [cosWave, sinWave, h1, h2, screw]
    · -- the screw operation multiplies the orbital by i
      refine ⟨diagonal fun _ => Complex.I, fun r => ?_⟩
      obtain ⟨x, y, z⟩ := wave_screw k r
      ext i
      simp only [mulVec_diagonal, x, (y (h.trans h2)).1, (y (h.trans h2)).2,
        (z h2).1, (z h2).2]
      push_cast
      linear_combination
        (-(cosWave k 0 r : ℂ) * sinWave k 1 r * sinWave k 2 r) * Complex.I_sq
```

Q: And at the other four momenta?

A: Use the pair

u = cos X cos Y cos Z, v = cos X (sin Y cos Z + cos Y sin Z).

Inversion gives (u, −v). The screw gives (v, u) if k_z = 1/2 and (−v, u) if k_y = 1/2. The values at 0 and S(0) are (1, 0) and (0, 1), so dimension two occurs.

```lean
/-- At momenta in {0, 1/2}³ with different y and z components there is a two-dimensional
representation. -/
theorem admits_two {k : Fin 3 → ℝ} (hk : IsHalf k)
    (h : (k 1 = 0 ∧ k 2 = 1 / 2) ∨ (k 1 = 1 / 2 ∧ k 2 = 0)) : AdmitsDim k 2 := by
  have mv : ∀ a b c d x y u w : ℂ, u = a * x + b * y → w = c * x + d * y →
      ![u, w] = !![a, b; c, d] *ᵥ ![x, y] := by
    rintro a b c d x y _ _ rfl rfl
    ext i
    fin_cases i <;> simp [Matrix.mulVec, dotProduct, Fin.sum_univ_two]
  have sv : ∀ c x y u w : ℂ, u = c * x → w = c * y → ![u, w] = c • ![x, y] := by
    rintro c x y _ _ rfl rfl
    simp
  have c0 : ∀ i, k i = 0 → ∀ r, cosWave k i r = 1 := by
    intro i hi r; simp [cosWave, hi]
  have s0 : ∀ i, k i = 0 → ∀ r, sinWave k i r = 0 := by
    intro i hi r; simp [sinWave, hi]
  have co : ∀ i, cosWave k i 0 = 1 := by intro i; simp [cosWave]
  have so : ∀ i, sinWave k i 0 = 0 := by intro i; simp [sinWave]
  have ci : ∀ i r, cosWave k i (inversion r) = cosWave k i r := by
    intro i r; simp [cosWave, inversion]
  have si : ∀ i r, sinWave k i (inversion r) = -sinWave k i r := by
    intro i r; simp [sinWave, inversion]
  have e0 : pairOrbital k 0 = ![1, 0] := by simp [pairOrbital, co, so]
  have e1 : pairOrbital k (screw 0) = ![0, 1] := by
    obtain ⟨x, y, z⟩ := wave_screw k 0
    rcases h with ⟨h1, h2⟩ | ⟨h1, h2⟩
    · simp [pairOrbital, x, (z h2).1, (z h2).2, c0 1 h1, s0 1 h1, co, so]
    · simp [pairOrbital, x, (y h1).1, (y h1).2, c0 2 h2, s0 2 h2, co, so]
  refine admits_of_orbitals (pairOrbital k) ![0, screw 0] ?_ ?_ ⟨!![1, 0; 0, -1], ?_⟩ ?_
  · intro j
    fin_cases j
    · change pairOrbital k 0 = _
      rw [e0]
      ext i
      fin_cases i <;> simp
    · change pairOrbital k (screw 0) = _
      rw [e1]
      ext i
      fin_cases i <;> simp
  · intro t r
    simp only [pairOrbital, (wave_translation hk t _ r).1, (wave_translation hk t _ r).2,
      (blochPhase_real hk t).2]
    refine sv _ _ _ _ _ ?_ ?_ <;> push_cast <;> ring
  · intro r
    simp only [pairOrbital, ci, si]
    refine mv _ _ _ _ _ _ _ _ ?_ ?_ <;> push_cast <;> ring
  · rcases h with ⟨h1, h2⟩ | ⟨h1, h2⟩
    · refine ⟨!![0, 1; 1, 0], fun r => ?_⟩
      obtain ⟨x, -, z⟩ := wave_screw k r
      simp only [pairOrbital, x, (z h2).1, (z h2).2, c0 1 h1, s0 1 h1]
      refine mv _ _ _ _ _ _ _ _ ?_ ?_ <;> push_cast <;> ring
    · refine ⟨!![0, -1; 1, 0], fun r => ?_⟩
      obtain ⟨x, y, -⟩ := wave_screw k r
      simp only [pairOrbital, x, (y h1).1, (y h1).2, c0 2 h2, s0 2 h2]
      refine mv _ _ _ _ _ _ _ _ ?_ ?_ <;> push_cast <;> ring
```

Q: So what may I conclude about my bands?

A: The final theorem splits the eight momenta into these cases; d = 1 is excluded when k_y + k_z = 1/2 because 1 is odd. For a spinless one-electron Hamiltonian with this symmetry, each finite-dimensional energy eigenspace at those four momenta carries such a representation, so its degeneracy is even. At (1/2, 0, 0) symmetry permits a single level, but accidental degeneracy remains possible. The theorem leaves out time reversal. If the spinless Hamiltonian is also real, levels pair at k_y = k_z = 1/2 as well: there S² = T(0,1,0) acts as −1, so S has eigenvalues ±i, and complex conjugation exchanges them. Spinor representations and other momenta are not treated.

```lean
/-- For momenta in {0, 1/2}³, a one-dimensional representation exists exactly when
k_y + k_z is an integer; otherwise a two-dimensional one exists and every dimension is even. -/
theorem nonsymmorphic_degeneracy {k : Fin 3 → ℝ} (hk : IsHalf k) :
    (AdmitsDim k 1 ↔ ∃ n : ℤ, k 1 + k 2 = n) ∧
    ((¬ ∃ n : ℤ, k 1 + k 2 = n) → AdmitsDim k 2 ∧ ∀ d, AdmitsDim k d → Even d) := by
  have main : (¬ ∃ n : ℤ, k 1 + k 2 = n) →
      AdmitsDim k 2 ∧ ∀ d, AdmitsDim k d → Even d := by
    intro h
    have hc : (k 1 = 0 ∧ k 2 = 1 / 2) ∨ (k 1 = 1 / 2 ∧ k 2 = 0) := by
      rcases hk 1 with a | a <;> rcases hk 2 with b | b
      · exact absurd ⟨0, by rw [a, b]; norm_num⟩ h
      · exact Or.inl ⟨a, b⟩
      · exact Or.inr ⟨a, b⟩
      · exact absurd ⟨1, by rw [a, b]; norm_num⟩ h
    refine ⟨admits_two hk hc, fun d hd => ?_⟩
    have hsum : ∑ i, k i * ((![0, 1, 1] : Fin 3 → ℤ) i : ℝ) = 1 / 2 := by
      rcases hc with ⟨a, b⟩ | ⟨a, b⟩ <;> simp [Fin.sum_univ_three, a, b]
    -- the Bloch phase of (0, 1, 1) is -1 at these momenta
    have hphase : blochPhase k ![0, 1, 1] = -1 := by
      rw [blochPhase, hsum, show -2 * (Real.pi : ℂ) * Complex.I * ((1 / 2 : ℝ) : ℂ) =
        -(Real.pi * Complex.I) by push_cast; ring, Complex.exp_neg, Complex.exp_pi_mul_I]
      norm_num
    have hpow := phase_pow_dim hd
    rw [hphase] at hpow
    rcases Nat.even_or_odd d with he | ho
    · exact he
    · rw [ho.neg_one_pow] at hpow
      norm_num at hpow
  refine ⟨⟨fun h1 => ?_, ?_⟩, main⟩
  · by_contra h
    exact Nat.not_even_one ((main h).2 1 h1)
  · rintro ⟨n, hn⟩
    have hhalf : (1 / 2 : ℝ) ≠ n := by
      intro h
      have h2 : (2 * n : ℤ) = 1 := by
        exact_mod_cast (by linarith : 2 * (n : ℝ) = 1)
      omega
    apply admits_one hk
    rcases hk 1 with a | a <;> rcases hk 2 with b | b
    · rw [a, b]
    · exact absurd (by rw [a, b] at hn; linarith) hhalf
    · exact absurd (by rw [a, b] at hn; linarith) hhalf
    · rw [a, b]

/-- At momentum (1/2, 0, 0) there is a one-dimensional representation. -/
theorem admits_one_at_half_zero_zero : AdmitsDim ![1 / 2, 0, 0] 1 := by
  have hk : IsHalf ![1 / 2, 0, 0] := by
    intro i
    fin_cases i <;> simp
  exact (nonsymmorphic_degeneracy hk).1.2 ⟨0, by simp⟩

end

end NonsymmorphicP21c
```

```lean
#print axioms NonsymmorphicP21c.nonsymmorphic_degeneracy
-- 'NonsymmorphicP21c.nonsymmorphic_degeneracy' depends on axioms: [propext, Classical.choice, Quot.sound]
#print axioms NonsymmorphicP21c.admits_one_at_half_zero_zero
-- 'NonsymmorphicP21c.admits_one_at_half_zero_zero' depends on axioms: [propext, Classical.choice, Quot.sound]
```
